# Energy curvatures under volume-conserving and plain shear differ by twice the residual axial stress times the cell volume

A cell is stretched along three fixed orthogonal axes by factors $a$, $b$ and $c$, with $(1,1,1)$ as the reference cell. Its energy is a real function $E(a,b,c)$, and the reference cell need not be an energy minimum, so residual stress is allowed.

```lean
import Mathlib

open Filter Topology

namespace ShearFitsUnderResidualStress

noncomputable section
```

The stretches form a triple of real numbers. Lean stores it as a nested pair, so `x.1`, `x.2.1` and `x.2.2` are $a$, $b$ and $c$.

```lean
/-- The three stretches `(a, b, c)` of a cell along its axes; `(1, 1, 1)` is the reference cell. -/
abbrev Stretches := ℝ × ℝ × ℝ
```

The volume relative to the reference cell is $J(a,b,c)=abc$.

```lean
/-- The volume of the stretched cell relative to the reference cell. -/
def relVolume (x : Stretches) : ℝ := x.1 * x.2.1 * x.2.2
```

Two strain paths with parameter $t$ are compared. The plain shear stretches the first axis, compresses the second by the same amount and keeps the third:
$$\gamma_{\rm pl}(t)=(1+t,\;1-t,\;1).$$

```lean
/-- Plain shear: the first axis is stretched, the second compressed, the third kept. -/
def plainShear (t : ℝ) : Stretches := (1 + t, 1 - t, 1)
```

Its relative volume is $1-t^2$, so the volume changes at second order. The volume-conserving shear compensates this with the third axis:
$$\gamma_{\rm iso}(t)=\Bigl(1+t,\;1-t,\;\frac{1}{1-t^2}\Bigr),\qquad t^2\neq 1.$$

```lean
/-- Volume-conserving shear: the third axis compensates the change of area.
The domain is `t ^ 2 ≠ 1`. -/
def isochoricShear (t : ℝ) : Stretches := (1 + t, 1 - t, 1 / (1 - t ^ 2))
```

The elastic constant fitted along a path $\gamma$ is taken to be the exact second derivative
$$K_\gamma[E]=\frac{d^2}{dt^2}E(\gamma(t))\Big|_{t=0}.$$
It is not divided by the reference volume $V_0$. For a cubic crystal without residual stress, stretched along its cube axes, $K_{\rm pl}=2V_0(C_{11}-C_{12})$. The finite strain range and the polynomial order of a numerical fit play no part in this definition.

```lean
/-- The elastic constant fitted along a strain path: the second derivative of the energy
with respect to the strain parameter at zero. -/
def curvature (E : Stretches → ℝ) (γ : ℝ → Stretches) : ℝ :=
  deriv (deriv (fun t => E (γ t))) 0
```

The residual stress enters through the partial derivative
$$s[E]=\frac{\partial E}{\partial c}(1,1,1),$$
which is $V_0$ times the axial stress on the third axis, positive in tension. Under a hydrostatic pressure $p$ it equals $-pV_0$.

```lean
/-- The residual axial stress (times the reference volume): the derivative of the energy
with respect to the third stretch at the reference cell. -/
def axialStress (E : Stretches → ℝ) : ℝ := deriv (fun c : ℝ => E (1, 1, c)) 1
```

The name of the second path is justified by
$$J(\gamma_{\rm iso}(t))=\frac{(1+t)(1-t)}{1-t^2}=1 .$$

```lean
/-- The volume-conserving shear keeps the cell volume for every `t` with `t ^ 2 ≠ 1`. -/
theorem relVolume_isochoricShear {t : ℝ} (ht : 1 - t ^ 2 ≠ 0) :
    relVolume (isochoricShear t) = 1 := by
  have h : (1 + t) * (1 - t) = 1 - t ^ 2 := by ring
  simp only [relVolume, isochoricShear]
  rw [h, mul_one_div, div_self ht]
```

The hypothesis `ht` excludes $t=\pm1$, where the path is not defined. The second derivatives below need only small $t$.

## Curvature of the energy along a strain path

Let $\gamma$ be a path with $\gamma(0)=x$, velocity $w(t)=\gamma'(t)$ near $t=0$, initial velocity $v=w(0)$ and initial acceleration $a=w'(0)$; in this step $a$ is a vector and not the first stretch. Write $DE$ for the gradient, acting as a linear map on directions, and $D^2E$ for the Hessian. The chain rule gives, for $t$ near zero,
$$\frac{d}{dt}E(\gamma(t))=DE(\gamma(t))[w(t)].$$
Both the map and the vector depend on $t$, so the product rule at $t=0$ gives two terms:
$$K_\gamma[E]=D^2E(x)[v,v]+DE(x)[a].$$
At a stationary point of $E$ the second term vanishes and only the initial velocity of the path matters. Under residual stress the acceleration can matter too.

```lean
/-- For an energy that is C² at the starting point of a twice differentiable strain path, the
curvature is the Hessian on the velocity plus the gradient on the acceleration. -/
theorem curvature_along_path {E : Stretches → ℝ} {γ w : ℝ → Stretches} {x v a : Stretches}
    (hE : ContDiffAt ℝ 2 E x) (h0 : γ 0 = x) (hv : w 0 = v)
    (hγ : ∀ᶠ t in 𝓝 (0 : ℝ), HasDerivAt γ (w t) t) (hw : HasDerivAt w a 0) :
    curvature E γ = fderiv ℝ (fderiv ℝ E) x v v + fderiv ℝ E x a := by
  subst h0 hv
  have hγ0 : HasDerivAt γ (w 0) 0 := hγ.self_of_nhds
  have hd : ∀ᶠ t in 𝓝 (0 : ℝ), ContDiffAt ℝ 2 E (γ t) :=
    hγ0.continuousAt.eventually (hE.eventually (by simp))
  -- first derivative near zero: the gradient on the velocity
  have h1 : deriv (fun t => E (γ t)) =ᶠ[𝓝 0] fun t => fderiv ℝ E (γ t) (w t) := by
    filter_upwards [hd, hγ] with t ht hgt
    exact ((ht.differentiableAt (by norm_num)).hasFDerivAt.comp_hasDerivAt t hgt).deriv
  -- second derivative: the product rule
  have h2 : ContDiffAt ℝ 1 (fderiv ℝ E) (γ 0) := hE.fderiv_right one_add_one_eq_two.le
  have h3 : HasDerivAt (fun t => fderiv ℝ E (γ t))
      (fderiv ℝ (fderiv ℝ E) (γ 0) (w 0)) 0 :=
    (h2.differentiableAt (by norm_num)).hasFDerivAt.comp_hasDerivAt 0 hγ0
  exact h1.deriv_eq.trans (h3.clm_apply hw).deriv
```

The gradient is `fderiv ℝ E x`, and the Hessian is the derivative of that map, applied to `v` twice. The hypothesis `ContDiffAt ℝ 2 E x` says that $E$ is twice continuously differentiable in a neighbourhood of $x$. Since $\gamma$ is continuous at zero, the energy is then smooth enough at $\gamma(t)$ for all small $t$, which is `hd`.

The first derivative is `h1`, an equality that holds near zero and therefore determines the derivative at zero. The chain rule for the gradient along the path is `h3`, and `clm_apply` is the product rule for a linear map applied to a vector.

## The axial stress as a component of the gradient

The path $c\mapsto(1,1,c)$ has velocity $(0,0,1)$, so the chain rule gives
$$s[E]=DE(1,1,1)[(0,0,1)].$$

```lean
/-- For an energy C² at the reference cell, the axial stress is the gradient of the energy
on the third axis, and the energy is differentiable along that axis. -/
theorem hasDerivAt_axial {E : Stretches → ℝ} (hE : ContDiffAt ℝ 2 E (1, 1, 1)) :
    HasDerivAt (fun c : ℝ => E (1, 1, c)) (axialStress E) 1 ∧
      axialStress E = fderiv ℝ E (1, 1, 1) (0, 0, 1) := by
  have hp : HasDerivAt (fun c : ℝ => ((1, 1, c) : Stretches)) (0, 0, 1) 1 :=
    (hasDerivAt_const _ _).prodMk ((hasDerivAt_const _ _).prodMk (hasDerivAt_id' _))
  have hf : HasFDerivAt E (fderiv ℝ E (1, 1, 1))
      ((fun c : ℝ => ((1, 1, c) : Stretches)) 1) :=
    (hE.differentiableAt (by norm_num)).hasFDerivAt
  have h : HasDerivAt (fun c : ℝ => E (1, 1, c)) (fderiv ℝ E (1, 1, 1) (0, 0, 1)) 1 :=
    hf.comp_hasDerivAt 1 hp
  have he : axialStress E = fderiv ℝ E (1, 1, 1) (0, 0, 1) := h.deriv
  exact ⟨he ▸ h, he⟩
```

This connects the ordinary one-variable derivative in `axialStress` with the gradient term of the curvature formula. The theorem also records that the one-variable derivative exists, which is used later when a second term is added to the energy.

## The two shears

The plain shear has the constant velocity $(1,-1,0)$ and zero acceleration. Only the Hessian term remains:
$$K_{\rm pl}[E]=D^2E(1,1,1)[(1,-1,0),(1,-1,0)]=E_{aa}-2E_{ab}+E_{bb},$$
with the second partial derivatives taken at $(1,1,1)$.

```lean
/-- For an energy C² at the reference cell, the plain shear fit gives the Hessian of the
energy on the direction `(1, -1, 0)`. -/
theorem curvature_plainShear {E : Stretches → ℝ} (hE : ContDiffAt ℝ 2 E (1, 1, 1)) :
    curvature E plainShear = fderiv ℝ (fderiv ℝ E) (1, 1, 1) (1, -1, 0) (1, -1, 0) := by
  have hγ : ∀ t : ℝ, HasDerivAt plainShear (1, -1, 0) t := fun t =>
    ((hasDerivAt_id' t).const_add 1).prodMk
      (((hasDerivAt_id' t).const_sub 1).prodMk (hasDerivAt_const _ _))
  rw [curvature_along_path (w := fun _ => (1, -1, 0)) hE (by simp [plainShear]) rfl
    (Eventually.of_forall hγ) (hasDerivAt_const _ _), map_zero, add_zero]
```

For the volume-conserving shear, the third component of the velocity is
$$\frac{d}{dt}\frac{1}{1-t^2}=\frac{2t}{(1-t^2)^2}.$$
It vanishes at $t=0$, so the initial velocity is again $(1,-1,0)$. Its own derivative is
$$\frac{d}{dt}\frac{2t}{(1-t^2)^2}=\frac{2(1-t^2)^2+8t^2(1-t^2)}{(1-t^2)^4},$$
which equals $2$ at $t=0$. The acceleration is therefore $(0,0,2)=2\,(0,0,1)$, and
$$K_{\rm iso}[E]=D^2E(1,1,1)[(1,-1,0),(1,-1,0)]+2\,s[E].$$

```lean
/-- For an energy C² at the reference cell, the volume-conserving fit gives the Hessian of the
energy on the direction `(1, -1, 0)` plus twice the axial stress. -/
theorem curvature_isochoricShear {E : Stretches → ℝ} (hE : ContDiffAt ℝ 2 E (1, 1, 1)) :
    curvature E isochoricShear =
      fderiv ℝ (fderiv ℝ E) (1, 1, 1) (1, -1, 0) (1, -1, 0) + 2 * axialStress E := by
  have hc : ContinuousAt (fun t : ℝ => 1 - t ^ 2) 0 := by fun_prop
  have hne : ∀ᶠ t in 𝓝 (0 : ℝ), 1 - t ^ 2 ≠ 0 := hc.eventually_ne (by norm_num)
  have h1 : ∀ t : ℝ, HasDerivAt (fun s : ℝ => 1 - s ^ 2) (-(2 * t)) t := fun t =>
    ((hasDerivAt_pow 2 t).const_sub 1).congr_deriv (by norm_num)
  -- velocity of the path near zero
  have hγ : ∀ᶠ t in 𝓝 (0 : ℝ),
      HasDerivAt isochoricShear (1, -1, 2 * t / (1 - t ^ 2) ^ 2) t := by
    filter_upwards [hne] with t ht
    have h2 : HasDerivAt (fun s : ℝ => 1 / (1 - s ^ 2)) (2 * t / (1 - t ^ 2) ^ 2) t :=
      ((hasDerivAt_const t (1 : ℝ)).fun_div (h1 t) ht).congr_deriv (by ring)
    exact ((hasDerivAt_id' t).const_add 1).prodMk
      (((hasDerivAt_id' t).const_sub 1).prodMk h2)
  -- acceleration at zero: the third axis responds at second order
  have h3 : HasDerivAt (fun t : ℝ => 2 * t / (1 - t ^ 2) ^ 2) 2 0 :=
    (((hasDerivAt_id' (0 : ℝ)).const_mul 2).fun_div ((h1 0).fun_pow 2)
      (by norm_num)).congr_deriv (by norm_num)
  have hw : HasDerivAt (fun t : ℝ => ((1, -1, 2 * t / (1 - t ^ 2) ^ 2) : Stretches))
      (0, 0, 2) 0 :=
    (hasDerivAt_const _ _).prodMk ((hasDerivAt_const _ _).prodMk h3)
  have h4 : ((0, 0, 2) : Stretches) = (2 : ℝ) • ((0, 0, 1) : Stretches) := by simp
  rw [curvature_along_path (v := (1, -1, 0)) hE (by simp [isochoricShear]) (by simp) hγ hw,
    h4, map_smul,
    smul_eq_mul, (hasDerivAt_axial hE).2]
```

Here `hγ` is the velocity near zero, `h3` the derivative of its third component at zero, and `hw` the full acceleration. The last rewriting inserts them into the curvature formula, takes the factor 2 out of the gradient by linearity and recognises the axial stress.

## The difference of the fits

The Hessian terms are identical, so subtraction leaves
$$K_{\rm iso}[E]-K_{\rm pl}[E]=2\,\frac{\partial E}{\partial c}(1,1,1).$$

```lean
/-- For an energy C² at the reference cell, the elastic constants fitted with
volume-conserving and with plain shear differ by twice the residual axial stress. -/
theorem isochoric_sub_plain {E : Stretches → ℝ} (hE : ContDiffAt ℝ 2 E (1, 1, 1)) :
    curvature E isochoricShear - curvature E plainShear = 2 * axialStress E := by
  rw [curvature_isochoricShear hE, curvature_plainShear hE]
  ring
```

In physical terms, the third axis of the volume-conserving path lengthens by $t^2$ to leading order. The energy change due to the residual stress on that axis is $t^2 s[E]$, and its second derivative is $2s[E]$. The two fits agree exactly when this stress component is zero. Stresses on the first two axes do not enter the difference, because both paths treat those axes alike.

For elastic constants obtained from total energies in electronic-structure calculations, this is the discrepancy to expect between the two curvatures when the lattice is not fully relaxed, provided that the energy is smooth near the reference cell and the strain is diagonal in fixed axes. If both curvatures are converted to a value of $C_{11}-C_{12}$ by dividing by $2V_0$, the two values differ by $s[E]/V_0$, which is the axial stress itself and not twice that stress. An energy that jumps at the reference cell, for instance because the basis set changes there, does not satisfy the hypothesis. Whether internal atomic positions are relaxed or clamped is left open: $E$ may be either energy, as long as it is twice continuously differentiable. The theorem does not decide which of the two numbers deserves the name of elastic constant under stress.

## Energy terms that depend only on volume

Let $f$ be a function of the relative volume, such as a pressure–volume term or a basis-set error that depends on volume alone. Along the volume-conserving shear $J=1$, and therefore
$$E(\gamma_{\rm iso}(t))+f(J(\gamma_{\rm iso}(t)))=E(\gamma_{\rm iso}(t))+f(1).$$
The added constant disappears on differentiation, so $K_{\rm iso}[E+f\circ J]=K_{\rm iso}[E]$.

```lean
/-- Adding any function of the cell volume to the energy leaves the volume-conserving fit
unchanged. -/
theorem isochoric_add_volume_term (E : Stretches → ℝ) (f : ℝ → ℝ) :
    curvature (fun x => E x + f (relVolume x)) isochoricShear =
      curvature E isochoricShear := by
  have hc : ContinuousAt (fun t : ℝ => 1 - t ^ 2) 0 := by fun_prop
  have hne : ∀ᶠ t in 𝓝 (0 : ℝ), 1 - t ^ 2 ≠ 0 := hc.eventually_ne (by norm_num)
  -- along the path the added term is the constant `f 1`
  have h : (fun t => E (isochoricShear t) + f (relVolume (isochoricShear t)))
      =ᶠ[𝓝 0] fun t => E (isochoricShear t) + f 1 := by
    filter_upwards [hne] with t ht
    rw [relVolume_isochoricShear ht]
  have h2 : deriv (fun t => E (isochoricShear t) + f 1) =
      deriv (fun t => E (isochoricShear t)) := by
    funext t
    rw [deriv_add_const]
  unfold curvature
  rw [h.deriv.deriv_eq, h2]
```

No smoothness of $f$ is required, since the path meets only the value $f(1)$. The energy $E$ is unrestricted as well, but where it has no second derivative along the path, `deriv` returns a conventional value and the equality has no physical content.

The plain shear does respond to such a term. Suppose that $E$ is C² at the reference cell and $f$ is C² at $1$. Since $J(1,1,c)=c$, the axial stress becomes
$$s[E+f\circ J]=s[E]+f'(1).$$
The difference formula, applied to the energy with and without the extra term, gives
$$K_{\rm iso}[E+f\circ J]-K_{\rm pl}[E+f\circ J]=2s[E]+2f'(1),$$
$$K_{\rm iso}[E]-K_{\rm pl}[E]=2s[E].$$
The two volume-conserving curvatures are equal, so subtracting the lines yields
$$K_{\rm pl}[E+f\circ J]=K_{\rm pl}[E]-2f'(1).$$
This agrees with direct differentiation: along the plain shear the extra term is $f(1-t^2)$, whose first derivative is $-2t\,f'(1-t^2)$ and whose second derivative at zero is $-2f'(1)$.

```lean
/-- Adding a function `f` of the cell volume to the energy shifts the plain shear fit by
`-2 f'(1)`, if the energy is C² at the reference cell and `f` is C² at `1`. -/
theorem plain_add_volume_term {E : Stretches → ℝ} {f : ℝ → ℝ}
    (hE : ContDiffAt ℝ 2 E (1, 1, 1)) (hf : ContDiffAt ℝ 2 f 1) :
    curvature (fun x => E x + f (relVolume x)) plainShear =
      curvature E plainShear - 2 * deriv f 1 := by
  have hv : relVolume (1, 1, 1) = 1 := by simp [relVolume]
  have hvol : ContDiffAt ℝ 2 relVolume (1, 1, 1) := by
    unfold relVolume
    fun_prop
  have hfv : ContDiffAt ℝ 2 (fun x => f (relVolume x)) (1, 1, 1) :=
    ContDiffAt.comp (g := f) (1, 1, 1) (by rw [hv]; exact hf) hvol
  -- the added term contributes `f'(1)` to the axial stress
  have hs : axialStress (fun x => E x + f (relVolume x)) = axialStress E + deriv f 1 := by
    have h : (fun c : ℝ => E (1, 1, c) + f (relVolume (1, 1, c))) =
        fun c : ℝ => E (1, 1, c) + f c := by
      simp [relVolume]
    have hf' : HasDerivAt f (deriv f 1) 1 := (hf.differentiableAt (by norm_num)).hasDerivAt
    have h' := ((hasDerivAt_axial hE).1.fun_add hf').deriv
    rw [← h] at h'
    exact h'
  have hF := isochoric_sub_plain (hE.add hfv)
  have hF' : curvature (fun x => E x + f (relVolume x)) isochoricShear -
      curvature (fun x => E x + f (relVolume x)) plainShear =
      2 * axialStress (fun x => E x + f (relVolume x)) := hF
  rw [isochoric_add_volume_term, hs] at hF'
  linarith [isochoric_sub_plain hE]
```

The proof follows the subtraction. The smoothness of $f\circ J$ is `hfv`, the change of the axial stress is `hs`, and `hF` is the difference formula for the modified energy. The final `linarith` combines it with the formula for $E$.

For a pressure–volume term, $f(J)=pV_0J$ and the shift is $-2pV_0$. If the residual stress is a hydrostatic pressure $p$, this term cancels the axial stress, and both fits to the enthalpy then give the volume-conserving curvature of the energy.

## A fluid under pressure

If the energy depends on volume alone, it is $f\circ J$, and the preceding results apply with $E=0$. Both curvatures of the zero energy vanish, which leaves
$$K_{\rm iso}[f\circ J]=0,\qquad K_{\rm pl}[f\circ J]=-2f'(1).$$

```lean
/-- For a fluid, whose energy is a function `f` of the volume alone, C² at `1`, the
volume-conserving fit gives zero and the plain shear fit gives `-2 f'(1)`. -/
theorem fluid_shear_fits {f : ℝ → ℝ} (hf : ContDiffAt ℝ 2 f 1) :
    curvature (fun x => f (relVolume x)) isochoricShear = 0 ∧
      curvature (fun x => f (relVolume x)) plainShear = -2 * deriv f 1 := by
  have h1 := isochoric_add_volume_term (fun _ => 0) f
  have h2 := plain_add_volume_term (E := fun _ => 0) contDiffAt_const hf
  have hz : ∀ γ : ℝ → Stretches, curvature (fun _ => 0) γ = 0 := fun γ => by
    simp [curvature]
  simp only [zero_add, hz] at h1 h2
  exact ⟨h1, by linarith⟩

end

end ShearFitsUnderResidualStress
```

The pressure of this fluid in the reference cell is $p=-f'(1)/V_0$, so the plain fit returns $2pV_0$. Under pressure it thus assigns a nonzero shear constant to a system whose energy does not depend on shape, while the volume-conserving fit gives zero. The word "fluid" stands here only for that property of the energy; flow and thermal motion are not modelled.

```lean
#print axioms ShearFitsUnderResidualStress.isochoric_sub_plain
#print axioms ShearFitsUnderResidualStress.fluid_shear_fits
```

```
'ShearFitsUnderResidualStress.isochoric_sub_plain' depends on axioms: [propext, Classical.choice, Quot.sound]
'ShearFitsUnderResidualStress.fluid_shear_fits' depends on axioms: [propext, Classical.choice, Quot.sound]
```
